# A free Dirac Hamiltonian with a projected small component has no eigenvalue between $-m$ and $m$

The small component $g$ of a Dirac state could be taken as any vector of the space $W$ that contains $Af$, or only as a vector of the chosen small basis space $S\subseteq W$. Here it belongs to $S$. The Hamiltonian then acts on pairs $(f,g)$ with $f\in V$ and $g\in S$:

$$H(f,g)=(mf+A^*g,\;PAf-mg).$$

Here $f$ is the large component, $P$ is the orthogonal projector of $W$ onto $S$, and $m$ is the rest mass. The operator $A:V\to W$ stands for $\sigma\cdot p$, in units with $\hbar=c=1$. With $g$ in $S$, the two off-diagonal blocks are adjoint to each other. For arbitrary $g\in W$ they would in general not be.

```lean
import Mathlib

open ComplexConjugate

namespace ProjectedDiracGap

variable {V W : Type*} [NormedAddCommGroup V] [InnerProductSpace ℂ V] [CompleteSpace V]
  [NormedAddCommGroup W] [InnerProductSpace ℂ W] [CompleteSpace W]
```

The first line loads the mathematical library Mathlib. The `variable` lines declare $V$ and $W$ to be complex Hilbert spaces: each has an inner product and is complete. Finite dimension is allowed but not required.

## The Hamiltonian on pairs

```lean
/-- The Dirac Hamiltonian with the small component confined to the basis space `S`:
`(f, g) ↦ (m f + A* g, P A f - m g)`, where `P` projects orthogonally onto `S`. -/
noncomputable def diracH (m : ℝ) (A : V →L[ℂ] W) (S : Submodule ℂ W)
    [S.HasOrthogonalProjection] (u : V × S) : V × S :=
  ((m : ℂ) • u.1 + ContinuousLinearMap.adjoint A (u.2 : W),
    S.orthogonalProjectionOnto (A u.1) - (m : ℂ) • u.2)
```

The type `V →L[ℂ] W` is that of bounded complex-linear maps. The unbounded operator $\sigma\cdot p$ on a full space of square-integrable functions is therefore not covered, but its restriction to the span of a finite large basis is, provided that $\sigma\cdot p$ maps each basis function to a square-integrable function. The bracket `[S.HasOrthogonalProjection]` assumes that $P$ exists, which is automatic for a finite basis.

A state `u` has components `u.1` $=f$ and `u.2` $=g$. The notation `(u.2 : W)` regards $g$ as a vector of $W$, so that $A^*$ can act on it. The energy $E$ will include the rest energy. The model describes one particle with no external potential and no interaction between electrons.

## Two coupled equations

```lean
variable {m : ℝ} {A : V →L[ℂ] W} {S : Submodule ℂ W} [S.HasOrthogonalProjection]

/-- The eigenvalue equation is a pair of coupled equations for the large and small
components. -/
theorem eigen_iff {E : ℂ} {f : V} {g : S} :
    diracH m A S (f, g) = E • (f, g) ↔
      ContinuousLinearMap.adjoint A (g : W) = (E - m) • f ∧
        S.orthogonalProjectionOnto (A f) = (E + m) • g := by
  simp only [diracH, Prod.smul_mk, Prod.mk.injEq]
  constructor
  · rintro ⟨h1, h2⟩
    constructor
    · linear_combination (norm := module) h1
    · linear_combination (norm := module) h2
  · rintro ⟨h1, h2⟩
    constructor
    · linear_combination (norm := module) h1
    · linear_combination (norm := module) h2
```

A theorem in Lean lists its variables and hypotheses, then the statement after a colon, then the proof after `:= by`. Variables in curly braces are inferred from context. This theorem says that $H(f,g)=E(f,g)$ holds exactly when

$$A^*g=(E-m)f,\qquad PAf=(E+m)g.$$

By hand, one compares components and moves the mass terms to the right. The proof does the same: `simp only` splits the equality of pairs, and `linear_combination` checks the rearrangement in each direction. At this stage $E$ may be complex.

## How the two components share the weight

```lean
/-- The weights of the large and small components of an eigenvector are tied together by
the eigenvalue and the mass. -/
theorem weight_balance {E : ℂ} {f : V} {g : S}
    (h : diracH m A S (f, g) = E • (f, g)) :
    (E - m) * ((‖f‖ ^ 2 : ℝ) : ℂ) = (conj E + m) * ((‖g‖ ^ 2 : ℝ) : ℂ) := by
  obtain ⟨h1, h2⟩ := eigen_iff.mp h
  -- both off-diagonal blocks give the same matrix element
  have key : inner ℂ f (ContinuousLinearMap.adjoint A (g : W)) =
      inner ℂ (S.orthogonalProjectionOnto (A f)) g := by
    rw [ContinuousLinearMap.adjoint_inner_right,
      Submodule.inner_orthogonalProjectionOnto_eq_of_mem_right]
  rw [h1, h2, inner_smul_right, inner_smul_left, inner_self_eq_norm_sq_to_K,
    inner_self_eq_norm_sq_to_K, map_add, Complex.conj_ofReal] at key
  push_cast
  exact key
```

Pair the first equation with $f$ and the second with $g$. Since $g$ lies in $S$, projecting $Af$ does not change its inner product with $g$:

$$\langle f,A^*g\rangle=\langle Af,g\rangle=\langle PAf,g\rangle.$$

This is the step called `key`. Mathlib's inner product is linear in the second argument and conjugate-linear in the first. Inserting the two equations therefore gives

$$(E-m)\|f\|^2=(\bar E+m)\|g\|^2,$$

where the bar is complex conjugation, written `conj` in the code.

```lean
omit [InnerProductSpace ℂ V] [CompleteSpace V] [CompleteSpace W]
  [S.HasOrthogonalProjection] in
/-- A nonzero two-component state has positive total weight. -/
theorem weight_pos {f : V} {g : S} (h : (f, g) ≠ 0) : 0 < ‖f‖ ^ 2 + ‖g‖ ^ 2 := by
  by_cases hf : f = 0
  · have hg : g ≠ 0 := fun hg => h (by rw [hf, hg]; rfl)
    linarith [sq_nonneg ‖f‖, pow_pos (norm_pos_iff.mpr hg) 2]
  · linarith [sq_nonneg ‖g‖, pow_pos (norm_pos_iff.mpr hf) 2]
```

If $(f,g)\neq0$, at least one component is nonzero, so $\|f\|^2+\|g\|^2>0$. The proof distinguishes $f=0$ from $f\ne0$. No normalisation is imposed on the eigenvectors.

```lean
/-- Every eigenvalue of the projected Dirac Hamiltonian is real. -/
theorem eigenvalue_real {E : ℂ} {f : V} {g : S} (h0 : (f, g) ≠ 0)
    (h : diracH m A S (f, g) = E • (f, g)) : E.im = 0 := by
  have him := congrArg Complex.im (weight_balance h)
  simp only [Complex.im_mul_ofReal, Complex.sub_im, Complex.add_im, Complex.conj_im,
    Complex.ofReal_im] at him
  have hz : E.im * (‖f‖ ^ 2 + ‖g‖ ^ 2) = 0 := by linear_combination him
  exact (mul_eq_zero.mp hz).resolve_right (weight_pos h0).ne'
```

The hypothesis `h0` says that the state is nonzero, and `h` is the eigenvalue equation. The imaginary part of the weight relation is

$$\operatorname{Im}E\,\|f\|^2=-\operatorname{Im}E\,\|g\|^2,
\qquad\text{so}\qquad
\operatorname{Im}E\,(\|f\|^2+\|g\|^2)=0.$$

The second factor is positive, hence $\operatorname{Im}E=0$. From here on the statements about norms can take $E$ to be a real number.

For $m>0$ and an eigenvector normalised to $\|f\|^2+\|g\|^2=1$, solving the weight relation by hand, with the gap bound below ensuring $E\neq0$, gives

$$\|f\|^2=\frac{E+m}{2E},\qquad \|g\|^2=\frac{E-m}{2E}.$$

## The part of $Af$ that the basis misses

```lean
/-- For an eigenvector, `‖P A f‖² = (E² - m²) ‖f‖²`, and `‖A f‖²` exceeds this by exactly the
squared norm of the part of `A f` that the small-component basis misses. -/
theorem kinetic_defect {E : ℝ} {f : V} {g : S}
    (h : diracH m A S (f, g) = (E : ℂ) • (f, g)) :
    (E ^ 2 - m ^ 2) * ‖f‖ ^ 2 = ‖S.orthogonalProjectionOnto (A f)‖ ^ 2 ∧
      ‖A f‖ ^ 2 = (E ^ 2 - m ^ 2) * ‖f‖ ^ 2 +
        ‖A f - (S.orthogonalProjectionOnto (A f) : W)‖ ^ 2 := by
  have hb := weight_balance h
  rw [Complex.conj_ofReal] at hb
  have hr : (E - m) * ‖f‖ ^ 2 = (E + m) * ‖g‖ ^ 2 := by exact_mod_cast hb
  have hn : ‖(E : ℂ) + m‖ = |E + m| := by
    rw [← Complex.ofReal_add, Complex.norm_real, Real.norm_eq_abs]
  have hP : (E ^ 2 - m ^ 2) * ‖f‖ ^ 2 = ‖S.orthogonalProjectionOnto (A f)‖ ^ 2 := by
    rw [(eigen_iff.mp h).2, norm_smul, mul_pow, hn, sq_abs]
    linear_combination (E + m) * hr
  refine ⟨hP, ?_⟩
  -- Pythagoras for the parts of `A f` inside and outside the basis
  have ho : inner ℂ (S.orthogonalProjectionOnto (A f) : W)
      (A f - (S.orthogonalProjectionOnto (A f) : W)) = 0 := by
    rw [inner_sub_right, ← Submodule.inner_orthogonalProjectionOnto_eq_of_mem_left,
      Submodule.coe_inner, sub_self]
  have hp := norm_add_sq_eq_norm_sq_add_norm_sq_of_inner_eq_zero _ _ ho
  have hc : ‖(S.orthogonalProjectionOnto (A f) : W)‖ =
      ‖S.orthogonalProjectionOnto (A f)‖ := rfl
  rw [add_sub_cancel, hc] at hp
  linear_combination hp - hP
```

The theorem makes two statements, joined by `∧` ("and"):

$$(E^2-m^2)\|f\|^2=\|PAf\|^2,$$

$$\|Af\|^2=(E^2-m^2)\|f\|^2+\|Af-PAf\|^2.$$

For the first, take the norm of $PAf=(E+m)g$ and use the weight relation, called `hr` in its real form:

$$\|PAf\|^2=(E+m)^2\|g\|^2=(E+m)(E-m)\|f\|^2.$$

The line `linear_combination (E + m) * hr` is this multiplication of the weight relation by $E+m$.

For the second, split $Af$ into $PAf$, which lies in $S$, and $Af-PAf$, which is orthogonal to it. The step `ho` establishes that orthogonality, and `hp` is Pythagoras:

$$\|Af\|^2=\|PAf\|^2+\|Af-PAf\|^2.$$

Replacing $\|PAf\|^2$ by the first result finishes the argument.

## The gap and kinetic balance

```lean
/-- No eigenvalue lies inside the gap `(-m, m)`, and `(E² - m²) ‖f‖² = ‖P A f‖² ≤ ‖A f‖²`, with
equality exactly when `A f` lies in the small-component basis space `S`. -/
theorem gap_and_kinetic_balance {E : ℝ} {f : V} {g : S} (h0 : (f, g) ≠ 0)
    (h : diracH m A S (f, g) = (E : ℂ) • (f, g)) :
    m ≤ |E| ∧
      (E ^ 2 - m ^ 2) * ‖f‖ ^ 2 = ‖S.orthogonalProjectionOnto (A f)‖ ^ 2 ∧
      (E ^ 2 - m ^ 2) * ‖f‖ ^ 2 ≤ ‖A f‖ ^ 2 ∧
      ((E ^ 2 - m ^ 2) * ‖f‖ ^ 2 = ‖A f‖ ^ 2 ↔ A f ∈ S) := by
  obtain ⟨hP, hd⟩ := kinetic_defect h
  refine ⟨?_, hP,
    by linarith [sq_nonneg ‖A f - (S.orthogonalProjectionOnto (A f) : W)‖], ?_⟩
  · -- inside the gap the two weights would have opposite signs
    by_contra hlt
    obtain ⟨hl, hu⟩ := abs_lt.mp (not_le.mp hlt)
    have hb := weight_balance h
    rw [Complex.conj_ofReal] at hb
    have hr : (E - m) * ‖f‖ ^ 2 = (E + m) * ‖g‖ ^ 2 := by exact_mod_cast hb
    have a1 : 0 < m - E := by linarith
    have a2 : 0 < E + m := by linarith
    have p1 := mul_nonneg a1.le (sq_nonneg ‖f‖)
    have p2 := mul_nonneg a2.le (sq_nonneg ‖g‖)
    have z1 : (m - E) * ‖f‖ ^ 2 = 0 := by linarith
    have z2 : (E + m) * ‖g‖ ^ 2 = 0 := by linarith
    have f0 := (mul_eq_zero.mp z1).resolve_left a1.ne'
    have g0 := (mul_eq_zero.mp z2).resolve_left a2.ne'
    linarith [weight_pos h0]
  · constructor
    · intro he
      have hz : ‖A f - (S.orthogonalProjectionOnto (A f) : W)‖ ^ 2 = 0 := by linarith
      have hs := sub_eq_zero.mp (norm_eq_zero.mp (pow_eq_zero_iff two_ne_zero |>.mp hz))
      rw [hs]
      exact (S.orthogonalProjectionOnto (A f)).2
    · intro hm
      -- the projector fixes vectors of the basis space
      have hs : S.orthogonalProjectionOnto (A f) = ⟨A f, hm⟩ := by
        refine ext_inner_left ℂ fun v => ?_
        rw [Submodule.inner_orthogonalProjectionOnto_eq_of_mem_left, Submodule.coe_inner]
      rw [hP, hs]
      rfl
```

For a nonzero eigenvector with real eigenvalue $E$, the conclusion has four parts:

1. $m\le|E|$.
2. $(E^2-m^2)\|f\|^2=\|PAf\|^2$.
3. $(E^2-m^2)\|f\|^2\le\|Af\|^2$.
4. Equality holds in part 3 exactly when $Af\in S$.

No sign of $m$ is assumed, but the first part says something only for $m>0$, the physical case.

To prove the first part, suppose $|E|<m$. Then $m-E$ and $E+m$ are both positive, while the weight relation reads

$$(m-E)\|f\|^2+(E+m)\|g\|^2=0.$$

Both terms are non-negative, so both vanish, and hence $\|f\|^2=\|g\|^2=0$. This contradicts `weight_pos`. In the code, `by_contra` introduces the supposition, and `linarith` draws the conclusions that follow from linear equations and inequalities.

The second part is taken from `kinetic_defect`. The third follows from the same theorem, because the missing term $\|Af-PAf\|^2$ is non-negative.

For the fourth, equality forces $\|Af-PAf\|^2=0$, so $Af=PAf$, which lies in $S$. Conversely, if $Af\in S$, then $PAf=Af$, and the second part becomes the desired equality. Lean proves $PAf=Af$ by comparing inner products with every vector of $S$.

Kinetic balance asks that $S$ contain $Af$ for every large basis function. The condition in part 4 concerns only the $f$ of the eigenvector at hand, so kinetic balance is sufficient for equality but can be more than one state needs.

In a basis-set calculation for this free, one-particle model, a poor small basis therefore puts no eigenvalue into the gap; for $f\ne0$, it makes $E^2-m^2$ smaller than $\|Af\|^2/\|f\|^2$ whenever $Af$ is not in $S$. Brown–Ravenhall disease concerns interacting electrons, whose interaction couples positive- and negative-energy states, and this one-particle bound does not settle that problem.

## Eliminating the small component

```lean
/-- Elimination of the small component: away from `E = -m`, the eigenvalue equation is
equivalent to `A* P A f = (E² - m²) f` together with `g = (E + m)⁻¹ P A f`. -/
theorem eliminate_small {E : ℂ} {f : V} {g : S} (hE : E + m ≠ 0) :
    diracH m A S (f, g) = E • (f, g) ↔
      g = (E + m)⁻¹ • S.orthogonalProjectionOnto (A f) ∧
        ContinuousLinearMap.adjoint A (S.orthogonalProjectionOnto (A f) : W) =
          (E ^ 2 - (m : ℂ) ^ 2) • f := by
  rw [eigen_iff]
  constructor
  · rintro ⟨h1, h2⟩
    constructor
    · rw [h2, inv_smul_smul₀ hE]
    · rw [h2, Submodule.coe_smul, map_smul, h1, smul_smul]
      congr 1
      ring
  · rintro ⟨rfl, h2⟩
    constructor
    · rw [Submodule.coe_smul, map_smul, h2, smul_smul]
      congr 1
      rw [inv_mul_eq_iff_eq_mul₀ hE]
      ring
    · exact (smul_inv_smul₀ hE _).symm
```

The hypothesis `hE` excludes $E=-m$. Under it, the eigenvalue equation is equivalent to the pair

$$g=\frac{PAf}{E+m},\qquad A^*PAf=(E^2-m^2)f.$$

In the forward direction, divide the second coupled equation by $E+m$ to get $g$. Then apply $A^*$ to that coupled equation:

$$A^*PAf=(E+m)A^*g=(E+m)(E-m)f.$$

In the reverse direction, the formula for $g$ gives $(E+m)g=PAf$ at once, and

$$A^*g=\frac{A^*PAf}{E+m}=\frac{E^2-m^2}{E+m}f=(E-m)f.$$

The two halves of the Lean proof follow these calculations, with `ring` checking the scalar algebra. The result is an exact equation for $f$ alone, within the projected model.

## States at the edges of the gap

```lean
/-- At the upper gap edge `E = m` the eigenvectors are the purely large states for which
`A f` is invisible to the small-component basis. -/
theorem upper_edge (hm : 0 < m) {f : V} {g : S} :
    diracH m A S (f, g) = (m : ℂ) • (f, g) ↔
      g = 0 ∧ S.orthogonalProjectionOnto (A f) = 0 := by
  constructor
  · intro h
    have hb := weight_balance h
    rw [Complex.conj_ofReal] at hb
    have hr : (m - m) * ‖f‖ ^ 2 = (m + m) * ‖g‖ ^ 2 := by exact_mod_cast hb
    have hz : (m + m) * ‖g‖ ^ 2 = 0 := by linarith
    have hs := (mul_eq_zero.mp hz).resolve_left (add_pos hm hm).ne'
    have hg : g = 0 := norm_eq_zero.mp (pow_eq_zero_iff two_ne_zero |>.mp hs)
    exact ⟨hg, by rw [(eigen_iff.mp h).2, hg, smul_zero]⟩
  · rintro ⟨rfl, h2⟩
    rw [eigen_iff, h2]
    simp
```

Now $m>0$ is assumed, as `hm`. At $E=m$ the solutions are exactly the pairs with $g=0$ and $PAf=0$. The weight relation becomes $0=2m\|g\|^2$, which gives $g=0$, and the second coupled equation then gives $PAf=2mg=0$. Conversely, these two conditions satisfy both coupled equations.

Such a state need not have $Af=0$. It is enough that $Af$ be orthogonal to $S$, in which case the small basis registers none of it and the energy stays at $m$.

```lean
/-- At the lower gap edge `E = -m` the eigenvectors are the purely small states annihilated
by `A*`. -/
theorem lower_edge (hm : 0 < m) {f : V} {g : S} :
    diracH m A S (f, g) = ((-m : ℝ) : ℂ) • (f, g) ↔
      f = 0 ∧ ContinuousLinearMap.adjoint A (g : W) = 0 := by
  constructor
  · intro h
    have hb := weight_balance h
    rw [Complex.conj_ofReal] at hb
    have hr : (-m - m) * ‖f‖ ^ 2 = (-m + m) * ‖g‖ ^ 2 := by exact_mod_cast hb
    have hz : (m + m) * ‖f‖ ^ 2 = 0 := by linarith
    have hs := (mul_eq_zero.mp hz).resolve_left (add_pos hm hm).ne'
    have hf : f = 0 := norm_eq_zero.mp (pow_eq_zero_iff two_ne_zero |>.mp hs)
    exact ⟨hf, by rw [(eigen_iff.mp h).1, hf, smul_zero]⟩
  · rintro ⟨rfl, h2⟩
    rw [eigen_iff, h2]
    simp

end ProjectedDiracGap
```

At $E=-m$, the value left out of the elimination, the solutions are exactly the pairs with $f=0$ and $A^*g=0$. The weight relation becomes $-2m\|f\|^2=0$, so $f=0$, and the first coupled equation gives $A^*g=-2mf=0$. The converse is again direct substitution.

Both edge theorems describe the full solution space, including the zero vector. Neither claims that a nonzero solution exists; that depends on $A$ and $S$.

```lean
#print axioms ProjectedDiracGap.eigenvalue_real
#print axioms ProjectedDiracGap.gap_and_kinetic_balance
#print axioms ProjectedDiracGap.upper_edge
#print axioms ProjectedDiracGap.lower_edge
```

```
'ProjectedDiracGap.eigenvalue_real' depends on axioms: [propext, Classical.choice, Quot.sound]
'ProjectedDiracGap.gap_and_kinetic_balance' depends on axioms: [propext, Classical.choice, Quot.sound]
'ProjectedDiracGap.upper_edge' depends on axioms: [propext, Classical.choice, Quot.sound]
'ProjectedDiracGap.lower_edge' depends on axioms: [propext, Classical.choice, Quot.sound]
```
